# Restricted path sums are exact at positive points when no step crosses from negative to positive amplitude

Let a real amplitude on a finite set of configurations evolve in discrete time steps under a matrix T. If T has no element from a point of negative amplitude to a point that is positive one step later, then every positive value of the amplitude is a sum over paths that stay in the positive regions. If T is also entrywise nonnegative, every term of that sum is nonnegative.

## Signed paths and the node

A fermion amplitude changes sign under exchange of two particles. Propagated in imaginary time as a sum over paths with nonnegative propagator elements, it collects positive contributions from paths that start where the initial amplitude is positive and negative ones from paths that start where it is negative. The two nearly cancel at long times, and Monte Carlo sampling then returns a small difference of large numbers. The restricted-path approach keeps only paths that never leave the positive region, so that nothing has to cancel.

This is legitimate if the discarded paths add up to zero. In discrete time a sufficient condition is that no single step jumps across the node from the negative to the positive side. The identity below treats this case for finitely many configurations and for the nodes of the evolving amplitude itself. Restricted path-integral Monte Carlo usually has to work with approximate nodes.

## Amplitudes, paths and the no-crossing condition

Let X be the finite configuration set, f₀ the real initial amplitude and T(x,y) the propagator element from y to x. The amplitude evolves by

f_(k+1)(x) = Σ_y T(x,y) f_k(y).

Write D_k for the set of points where f_k > 0. A path x₀, …, x_n has the weight

f₀(x₀) · ∏_(k<n) T(x_(k+1), x_k).

The restricted sum R_n(x) adds these weights over all paths with x_n = x and x_k in D_k for every k from 0 to n. No crossing during the first N steps means, for all k < N,

T(x,y) = 0 whenever f_(k+1)(x) > 0 and f_k(y) < 0.

The condition stands for a step too short to carry the system over the node. It forbids only steps from negative to positive; steps the other way may have any value.

## The identity by induction on time

Two facts about R_n are needed. First, if f_n(x) ≤ 0, no admissible path ends at x, so R_n(x) = 0. Second, if f_(n+1)(x) > 0, the last point x is admissible, and splitting off the last step gives

R_(n+1)(x) = Σ_y T(x,y) R_n(y).

For n = 0 and f₀(x) > 0 the only path is the point x itself, with weight f₀(x), so R₀(x) = f₀(x). Now suppose the identity holds at time n, and let f_(n+1)(x) > 0. Compare the sums for f_(n+1)(x) and R_(n+1)(x) term by term:

- If f_n(y) < 0, then T(x,y) = 0 and both terms vanish.
- If f_n(y) = 0, then R_n(y) = 0 and both terms vanish.
- If f_n(y) > 0, then R_n(y) = f_n(y) by the induction hypothesis.

Hence f_(n+1)(x) = R_(n+1)(x).

## An upper bound, and the converse

Let T be nonnegative, with no condition on crossings. Then f_n(x) ≤ R_n(x) for all n and x. Where f_n(x) ≤ 0 the right side is 0. Where f_n(x) > 0, the case n = 0 is an equality, and later times follow from the recursion, because multiplying by T(x,y) ≥ 0 preserves the inequality.

Suppose now that the restricted sum is exact at all positive points up to time N. Take k < N, f_(k+1)(x) > 0 and f_k(y) < 0. Subtracting the two recursions gives

0 = Σ_z T(x,z) (R_k(z) − f_k(z)).

Every term is nonnegative, so every term is zero. At z = y we have R_k(y) = 0, which leaves −T(x,y) f_k(y) = 0 and therefore T(x,y) = 0. For nonnegative T, exactness up to N is thus equivalent to no crossing up to N.

## Two sites where a crossing spoils the sum

Take two sites, 0 and 1, with f₀ = (1, −1) and T with rows (2, 1) and (1, 2). Then f₁ = (1, −1), but the only restricted path to site 0 stays there and has weight 2. The identity fails because the element T(0,1) = 1 carries negative amplitude to a positive point, and the restricted sum has discarded its contribution −1.

## The node can move during a step

The condition compares y at time k with x at time k+1. Using the signs of f_k at both points looks harmless but gives a false statement, even for a symmetric T and a single step. Take three sites, 0, 1 and 2, with f₀ = (2, 0, −1) and T with rows (2, 1, 0), (1, 2, 1) and (0, 1, 2). At time 0 only site 0 is positive and only site 2 is negative, and no element connects the two. Yet f₁ = (4, 1, −2), while the restricted sum at site 1 is 2. Site 1 lies on the node at time 0 and is positive one step later, so the element T(1,2) = 1 counts as a crossing.

## The definitions and theorems in Lean

`wave T f₀ k` is f_k; the name implies neither a complex wavefunction nor normalisation. A path of n steps is a function `p : Fin (n + 1) → X`, with `p 0` its start and `p (Fin.last n)` its end. In `pathWeight`, the step k runs from `p k.castSucc` to `p k.succ`, which are x_k and x_(k+1). `StaysPositive` demands a strictly positive amplitude at every time, both ends included, and `restrictedSum` is R_n.

`restricted_path_identity` assumes `NoCrossing T f₀ n` and a positive amplitude at the endpoint, and concludes f_n(x) = R_n(x). It requires no sign condition on T. The sign of the terms is the separate theorem `pathWeight_nonneg`, which assumes T ≥ 0. The bound is `wave_le_restrictedSum`, and the equivalence is `exact_iff_noCrossing`.

Antisymmetry is never assumed: f₀ is any real function. The step to a real system that the hypotheses leave open is the limit of continuous space and time. A Gaussian short-time propagator is positive between all pairs of points, so at a finite time step it violates the no-crossing condition whenever the amplitude is negative somewhere and, one step later, positive somewhere. For a nonzero antisymmetric amplitude of identical particles this is always the case. There one has to argue that the error vanishes as the time step goes to zero.

`hop_witness` supplies an example in which all the conditions are met. The five sites are values of the relative coordinate of two particles on a line, and exchange is reflection about the middle site. The amplitude `odd` is (−1, −1, 0, 1, 1), or half of that when normalised. Each step doubles it, so the node stays at the middle site, which a nearest-neighbour hop cannot jump over.

```lean
import Mathlib

open Finset
open scoped Classical

namespace RestrictedPathIdentity

noncomputable section

variable {X : Type*} [Fintype X]

/-- The amplitude after a number of time steps: the initial amplitude `f₀` is
multiplied by the short-time propagator `T` once per step. -/
def wave (T : Matrix X X ℝ) (f₀ : X → ℝ) : ℕ → X → ℝ
  | 0 => f₀
  | k + 1 => T.mulVec (wave T f₀ k)

/-- The weight of a path: the initial amplitude at its starting point times the
propagator elements of its steps. -/
def pathWeight (T : Matrix X X ℝ) (f₀ : X → ℝ) {n : ℕ} (p : Fin (n + 1) → X) : ℝ :=
  f₀ (p 0) * ∏ k : Fin n, T (p k.succ) (p k.castSucc)

/-- At every time the path is at a point where the amplitude of that time is positive. -/
def StaysPositive (T : Matrix X X ℝ) (f₀ : X → ℝ) {n : ℕ} (p : Fin (n + 1) → X) : Prop :=
  ∀ k : Fin (n + 1), 0 < wave T f₀ k (p k)

/-- The restricted path sum: the total weight of the paths of `n` steps that end at `x`
and stay in the positive regions. -/
def restrictedSum (T : Matrix X X ℝ) (f₀ : X → ℝ) (n : ℕ) (x : X) : ℝ :=
  ∑ p : Fin (n + 1) → X with (p (Fin.last n) = x ∧ StaysPositive T f₀ p), pathWeight T f₀ p

/-- During the first `N` steps the propagator has no element from a point of negative
amplitude to a point of positive amplitude one step later. -/
def NoCrossing (T : Matrix X X ℝ) (f₀ : X → ℝ) (N : ℕ) : Prop :=
  ∀ k < N, ∀ x y, 0 < wave T f₀ (k + 1) x → wave T f₀ k y < 0 → T x y = 0

/-- One time step of the amplitude, written as a sum over the previous position. -/
theorem wave_succ (T : Matrix X X ℝ) (f₀ : X → ℝ) (n : ℕ) (x : X) :
    wave T f₀ (n + 1) x = ∑ y, T x y * wave T f₀ n y := rfl

omit [Fintype X] in
/-- The weight of a path is the propagator element of its last step times the weight
of the path without that step. -/
theorem pathWeight_succ (T : Matrix X X ℝ) (f₀ : X → ℝ) {n : ℕ} (p : Fin (n + 2) → X) :
    pathWeight T f₀ p = T (p (Fin.last (n + 1))) (p (Fin.last n).castSucc) *
      pathWeight T f₀ (fun i : Fin (n + 1) => p i.castSucc) := by
  unfold pathWeight
  rw [Fin.prod_univ_castSucc]
  simp only [Fin.succ_last, Fin.succ_castSucc, Fin.castSucc_zero]
  ring

/-- For a nonnegative propagator, a path that stays in the positive regions has
nonnegative weight. -/
theorem pathWeight_nonneg {T : Matrix X X ℝ} {f₀ : X → ℝ} (hT : ∀ x y, 0 ≤ T x y)
    {n : ℕ} {p : Fin (n + 1) → X} (hp : StaysPositive T f₀ p) : 0 ≤ pathWeight T f₀ p := by
  have h0 : 0 < f₀ (p 0) := by simpa [wave] using hp 0
  exact mul_nonneg h0.le (Finset.prod_nonneg fun k _ => hT _ _)

/-- The restricted path sum vanishes at an endpoint where the amplitude is not positive. -/
theorem restrictedSum_of_nonpos (T : Matrix X X ℝ) (f₀ : X → ℝ) {n : ℕ} {x : X}
    (h : wave T f₀ n x ≤ 0) : restrictedSum T f₀ n x = 0 := by
  refine Finset.sum_eq_zero fun p hp => ?_
  obtain ⟨hl, hs⟩ := (Finset.mem_filter.1 hp).2
  have h1 := hs (Fin.last n)
  rw [hl] at h1
  exact absurd h1 (not_lt.2 h)

/-- With no time steps, the restricted path sum at a point of positive initial amplitude
is that amplitude. -/
theorem restrictedSum_zero (T : Matrix X X ℝ) (f₀ : X → ℝ) {x : X} (hx : 0 < f₀ x) :
    restrictedSum T f₀ 0 x = f₀ x := by
  unfold restrictedSum
  rw [Finset.sum_eq_single (fun _ => x)]
  · simp [pathWeight]
  · intro p hp hne
    refine absurd (funext fun i => ?_) hne
    have hi : i = Fin.last 0 := Fin.ext (by have := i.isLt; simp only [Fin.val_last]; omega)
    rw [hi]
    exact (Finset.mem_filter.1 hp).2.1
  · intro h
    refine absurd (Finset.mem_filter.2 ⟨Finset.mem_univ _, rfl, fun k => ?_⟩) h
    have hk : k = Fin.last 0 := Fin.ext (by have := k.isLt; simp only [Fin.val_last]; omega)
    rw [hk]
    exact hx

/-- At a point of positive amplitude, the restricted path sum obeys the same one-step
recursion as the amplitude. -/
theorem restrictedSum_succ (T : Matrix X X ℝ) (f₀ : X → ℝ) {n : ℕ} {x : X}
    (hx : 0 < wave T f₀ (n + 1) x) :
    restrictedSum T f₀ (n + 1) x = ∑ y, T x y * restrictedSum T f₀ n y := by
  -- group the shorter paths by their endpoint
  have fibre : ∑ y, T x y * restrictedSum T f₀ n y =
      ∑ q : Fin (n + 1) → X with StaysPositive T f₀ q,
        T x (q (Fin.last n)) * pathWeight T f₀ q := by
    simp only [restrictedSum, Finset.sum_filter, Finset.mul_sum]
    rw [Finset.sum_comm]
    refine Finset.sum_congr rfl fun q _ => ?_
    by_cases h : StaysPositive T f₀ q
    · rw [Finset.sum_eq_single (q (Fin.last n))]
      · rw [if_pos ⟨rfl, h⟩, if_pos h]
      · intro y _ hy
        rw [if_neg (fun hc => hy hc.1.symm), mul_zero]
      · exact fun hn => absurd (Finset.mem_univ _) hn
    · rw [if_neg h]
      exact Finset.sum_eq_zero fun y _ => by rw [if_neg (fun hc => h hc.2), mul_zero]
  rw [fibre]
  unfold restrictedSum
  -- removing the last point is a bijection, with inverse "append x"
  refine Finset.sum_bij' (fun p _ => fun i : Fin (n + 1) => p i.castSucc)
    (fun q _ => Fin.snoc (α := fun _ => X) q x) ?_ ?_ ?_ ?_ ?_
  · intro p hp
    exact Finset.mem_filter.2 ⟨Finset.mem_univ _,
      fun k => (Finset.mem_filter.1 hp).2.2 k.castSucc⟩
  · intro q hq
    refine Finset.mem_filter.2 ⟨Finset.mem_univ _, by simp, fun k => ?_⟩
    induction k using Fin.lastCases with
    | last => simpa using hx
    | cast i => simpa using (Finset.mem_filter.1 hq).2 i
  · intro p hp
    have hl := (Finset.mem_filter.1 hp).2.1
    funext k
    induction k using Fin.lastCases with
    | last => simp [hl]
    | cast i => simp
  · intro q _
    funext i
    simp
  · intro p hp
    have h := pathWeight_succ T f₀ p
    rw [(Finset.mem_filter.1 hp).2.1] at h
    exact h

/-- For a nonnegative propagator, the restricted path sum is never below the amplitude. -/
theorem wave_le_restrictedSum {T : Matrix X X ℝ} (f₀ : X → ℝ) (hT : ∀ x y, 0 ≤ T x y)
    (n : ℕ) (x : X) : wave T f₀ n x ≤ restrictedSum T f₀ n x := by
  induction n generalizing x with
  | zero =>
    rcases le_or_gt (wave T f₀ 0 x) 0 with h | h
    · rw [restrictedSum_of_nonpos T f₀ h]; exact h
    · exact (restrictedSum_zero T f₀ h).ge
  | succ n ih =>
    rcases le_or_gt (wave T f₀ (n + 1) x) 0 with h | h
    · rw [restrictedSum_of_nonpos T f₀ h]; exact h
    · rw [restrictedSum_succ T f₀ h, wave_succ]
      exact Finset.sum_le_sum fun y _ => mul_le_mul_of_nonneg_left (ih y) (hT x y)

/-- Restricted-path identity: if the propagator has no crossing during the first `n` steps,
the amplitude at a point where it is positive is the restricted path sum. -/
theorem restricted_path_identity {T : Matrix X X ℝ} {f₀ : X → ℝ} {n : ℕ}
    (hc : NoCrossing T f₀ n) {x : X} (hx : 0 < wave T f₀ n x) :
    wave T f₀ n x = restrictedSum T f₀ n x := by
  induction n generalizing x with
  | zero => exact (restrictedSum_zero T f₀ hx).symm
  | succ n ih =>
    rw [restrictedSum_succ T f₀ hx, wave_succ]
    refine Finset.sum_congr rfl fun y _ => ?_
    rcases lt_trichotomy (wave T f₀ n y) 0 with h | h | h
    · rw [hc n (Nat.lt_succ_self n) x y hx h, zero_mul, zero_mul]
    · rw [restrictedSum_of_nonpos T f₀ h.le, h]
    · rw [ih (fun k hk => hc k (Nat.lt_succ_of_lt hk)) h]

/-- For a nonnegative propagator, the restricted path sum gives the amplitude at all
positive points and all times up to `N` exactly when there is no crossing up to `N`. -/
theorem exact_iff_noCrossing {T : Matrix X X ℝ} (f₀ : X → ℝ) (hT : ∀ x y, 0 ≤ T x y)
    (N : ℕ) : (∀ n ≤ N, ∀ x, 0 < wave T f₀ n x → wave T f₀ n x = restrictedSum T f₀ n x) ↔
      NoCrossing T f₀ N := by
  constructor
  · intro hex k hk x y hx hy
    -- the excess of the restricted sum is a vanishing sum of nonnegative terms
    have hs : ∑ z, T x z * (restrictedSum T f₀ k z - wave T f₀ k z) = 0 := by
      have h := hex (k + 1) hk x hx
      rw [wave_succ, restrictedSum_succ T f₀ hx] at h
      simp only [mul_sub, Finset.sum_sub_distrib]
      linarith
    have h0 := (Finset.sum_eq_zero_iff_of_nonneg (fun z _ => mul_nonneg (hT x z)
      (sub_nonneg.2 (wave_le_restrictedSum f₀ hT k z)))).1 hs y (Finset.mem_univ y)
    rw [restrictedSum_of_nonpos T f₀ hy.le] at h0
    rcases mul_eq_zero.1 h0 with h | h
    · exact h
    · linarith
  · intro hc n hn x hx
    exact restricted_path_identity (fun k hk => hc k (lt_of_lt_of_le hk hn)) hx

/-- Nearest-neighbour hopping, with waiting allowed, on a chain of five sites. -/
def hop : Matrix (Fin 5) (Fin 5) ℝ :=
  !![1, 1, 0, 0, 0; 1, 1, 1, 0, 0; 0, 1, 1, 1, 0; 0, 0, 1, 1, 1; 0, 0, 0, 1, 1]

/-- An amplitude on the five sites that is odd about the middle site. -/
def odd : Fin 5 → ℝ := ![-1, -1, 0, 1, 1]

/-- The hopping propagator is nonnegative, doubles the odd amplitude at each step, and
has no crossing for any number of steps. -/
theorem hop_witness : (∀ x y, 0 ≤ hop x y) ∧
    (∀ k x, wave hop odd k x = 2 ^ k * odd x) ∧ ∀ N, NoCrossing hop odd N := by
  have hstep : ∀ x, ∑ y, hop x y * odd y = 2 * odd x := by
    intro x
    fin_cases x <;> simp [hop, odd, Fin.sum_univ_five] <;> norm_num
  have hw : ∀ k x, wave hop odd k x = 2 ^ k * odd x := by
    intro k
    induction k with
    | zero => intro x; simp [wave]
    | succ k ih =>
      intro x
      calc wave hop odd (k + 1) x = ∑ y, 2 ^ k * (hop x y * odd y) := by
            rw [wave_succ]
            exact Finset.sum_congr rfl fun y _ => by rw [ih y]; ring
        _ = 2 ^ (k + 1) * odd x := by rw [← Finset.mul_sum, hstep]; ring
  have hzero : ∀ x y, 0 < odd x → odd y < 0 → hop x y = 0 := by
    intro x y
    fin_cases x <;> fin_cases y <;> norm_num [hop, odd]
  refine ⟨?_, hw, ?_⟩
  · intro x y
    fin_cases x <;> fin_cases y <;> norm_num [hop]
  · intro N k _ x y hx hy
    rw [hw] at hx hy
    refine hzero x y ((mul_pos_iff_of_pos_left (by positivity)).1 hx) ?_
    by_contra h
    exact absurd hy (not_lt.2 (mul_nonneg (by positivity) (not_lt.1 h)))

end

end RestrictedPathIdentity
```

```lean
#print axioms RestrictedPathIdentity.pathWeight_nonneg
-- 'RestrictedPathIdentity.pathWeight_nonneg' depends on axioms: [propext, Classical.choice, Quot.sound]
#print axioms RestrictedPathIdentity.exact_iff_noCrossing
-- 'RestrictedPathIdentity.exact_iff_noCrossing' depends on axioms: [propext, Classical.choice, Quot.sound]
```

## From path bookkeeping to the induction

`pathWeight_succ` splits off the last factor of the product. `restrictedSum_of_nonpos` and `restrictedSum_zero` are the vanishing at nonpositive endpoints and the start of the induction.

Most of the work is in `restrictedSum_succ`. Its intermediate claim `fibre` exchanges the sums over y and over shorter paths; for each path only the y equal to its endpoint survives. `Finset.sum_bij'` then matches the longer paths ending at x with the shorter ones: one map deletes the last point, the other appends x by `Fin.snoc`. The hypothesis `hx` enters when the appended point must be shown to lie in the positive region.

In `restricted_path_identity`, `lt_trichotomy` produces the three cases of the derivation in the same order. `wave_le_restrictedSum` is the same kind of induction, with a termwise inequality in place of the equality.

In `exact_iff_noCrossing`, `hs` is the vanishing sum of excesses, and `Finset.sum_eq_zero_iff_of_nonneg` extracts the single term at y. The reverse direction applies the identity at each time n ≤ N.

For the five-site chain, `hstep` checks the doubling site by site and `hw` extends it to all times by induction. Since 2^k is positive, the signs never change, and no crossing at any time reduces to the finite check `hzero` on the initial amplitude.
